# For an even, non-negative interaction v on a finite ring, two plane waves have J = K exactly when v(x) = 0 wherever (k − l)x ≠ 0 mod n

## When does exchange cancel the whole Coulomb repulsion of two plane waves?

I take orbitals to be complex functions on the n sites of a ring, count sites and wave numbers modulo n, and let the interaction v depend only on the separation of two sites. If v is even and nowhere negative, I expect the Coulomb integral J of two normalised plane waves k and l to be at least as large as their exchange integral K. I also expect J = K only if v vanishes at every separation x for which (k − l)x is nonzero modulo n. Can this be made rigorous, with a machine-checked proof? And must v be a contact interaction for two different waves to reach equality?

## The relative phase (k − l)x decides, and contact is not always needed

With sites and wave numbers both in the integers modulo n, the plane waves are

φ_k(x) = exp(2πi k x / n) / √n.

Both integrals come from one two-electron integral,

(ab|cd) = Σ_x Σ_y conj(a(x)) b(x) v(x − y) conj(c(y)) d(y),

with J = (aa|bb) and K = (ab|ba) for orbitals a and b. At a single site, the product of two waves is

conj(φ_k(x)) φ_l(x) = exp(2πi (l − k)x / n) / n.

For l = k this is the uniform density 1/n, so the Coulomb integral is

J = (1/n²) Σ_x Σ_y v(x − y) = (1/n) Σ_u v(u).

The last step holds because each separation u occurs for exactly n pairs of sites. In the exchange integral the phases at x and y combine into a phase of the separation:

K = (1/n²) Σ_x Σ_y v(x − y) exp(2πi (l − k)(x − y) / n)

K = (1/n) Σ_u v(u) exp(2πi (l − k)u / n).

Replacing u by −u leaves v unchanged and reverses the phase. Averaging the two forms of the sum leaves a cosine:

K = (1/n) Σ_u v(u) cos(2π(k − l)u / n).

Subtraction gives

J − K = (1/n) Σ_x v(x) (1 − cos(2π(k − l)x / n)).

If v ≥ 0, every term is non-negative, and so is J − K. The sum is zero only if each term is zero. The cosine equals one exactly when (k − l)x is a multiple of n, so v must vanish at every other x, and that is also sufficient.

Four sites show that contact is not always needed. Let v(2) = 1, in some unit of energy, and v(0) = v(1) = v(3) = 0, so that only opposite sites interact. Every pair of waves has J = 1/4. For waves 2 and 0 the phase at x = 2 is 2π·2·2/4 = 2π, hence

K = (1/4) cos(2π) = 1/4 and J − K = 0.

For waves 1 and 0 the phase is π, hence

K = (1/4) cos(π) = −1/4 and J − K = 1/2.

In Hartree-Fock theory, J − K is the interaction energy of two same-spin electrons in different orbitals, so on this finite ring the result says for which pairs of different plane waves this energy is zero, given an even, non-negative v.

Here is the complete Lean file.

```lean
import Mathlib

open scoped ComplexConjugate

namespace PlaneWavePairs

noncomputable section

variable {n : ℕ} [NeZero n]

/-- The phase angle `2π q / n` of a residue `q`, represented between `0` and `n - 1`. -/
def angle (q : ZMod n) : ℝ := 2 * Real.pi * (q.val : ℝ) / n

/-- The plane wave `exp(2π i k x / n) / √n` on a ring of `n` sites. -/
def planeWave (k x : ZMod n) : ℂ := ZMod.stdAddChar (k * x) / ((√(n : ℝ) : ℝ) : ℂ)

/-- The two-electron integral `(ab|cd)` for an interaction `v` depending on the separation. -/
def twoElectron (v : ZMod n → ℝ) (a b c d : ZMod n → ℂ) : ℂ :=
  ∑ x, ∑ y, (conj (a x) * b x) * (v (x - y) : ℂ) * (conj (c y) * d y)

/-- The Coulomb integral `J = (aa|bb)` of two orbitals. -/
def coulomb (v : ZMod n → ℝ) (a b : ZMod n → ℂ) : ℂ := twoElectron v a a b b

/-- The exchange integral `K = (ab|ba)` of two orbitals. -/
def exchange (v : ZMod n → ℝ) (a b : ZMod n → ℂ) : ℂ := twoElectron v a b b a

/-- The standard character is the unit complex number with the given phase angle. -/
lemma char_eq (q : ZMod n) :
    (ZMod.stdAddChar q : ℂ) = Complex.exp ((angle q : ℝ) * Complex.I) := by
  rw [ZMod.stdAddChar_apply, ZMod.toCircle_apply]
  congr 1
  unfold angle
  push_cast
  ring

/-- Complex conjugation reverses the phase. -/
lemma conj_char (q : ZMod n) :
    conj (ZMod.stdAddChar q : ℂ) = ZMod.stdAddChar (-q) := by
  have h1 : (ZMod.stdAddChar (-q) : ℂ) * ZMod.stdAddChar q = 1 := by
    rw [← AddChar.map_add_eq_mul, neg_add_cancel, AddChar.map_zero_eq_one]
  have h2 : conj (ZMod.stdAddChar q : ℂ) * ZMod.stdAddChar q = 1 := by
    rw [mul_comm, Complex.mul_conj, Complex.normSq_eq_norm_sq, char_eq,
      Complex.norm_exp_ofReal_mul_I]
    norm_num
  exact mul_right_cancel₀ (right_ne_zero_of_mul_eq_one h1) (h2.trans h1.symm)

/-- At a site, the complex conjugate of plane wave `k` times plane wave `l` is the phase factor of
wave number `l - k`, divided by `n`. -/
lemma planeWave_product (k l x : ZMod n) :
    conj (planeWave k x) * planeWave l x = ZMod.stdAddChar ((l - k) * x) / (n : ℂ) := by
  have e : (l - k) * x = -(k * x) + l * x := by ring
  unfold planeWave
  rw [map_div₀, Complex.conj_ofReal, conj_char, div_mul_div_comm, ← Complex.ofReal_mul,
    Real.mul_self_sqrt (Nat.cast_nonneg n), e, AddChar.map_add_eq_mul, Complex.ofReal_natCast]

/-- A double sum over sites of a function of the separation is `n` times a single sum. -/
lemma sum_separation (g : ZMod n → ℂ) : ∑ x, ∑ y, g (x - y) = n * ∑ u, g u := by
  have h : ∀ x, ∑ y, g (x - y) = ∑ u, g u := fun x => Equiv.sum_comp (Equiv.subLeft x) g
  simp only [h, Finset.sum_const, Finset.card_univ, ZMod.card, nsmul_eq_mul]

/-- The Coulomb integral of two plane waves is the site average of the interaction. -/
theorem coulomb_planeWave (v : ZMod n → ℝ) (k l : ZMod n) :
    coulomb v (planeWave k) (planeWave l) = ((1 / n * ∑ x, v x : ℝ) : ℂ) := by
  have hn : (n : ℂ) ≠ 0 := Nat.cast_ne_zero.mpr (NeZero.ne n)
  have t : ∀ x y : ZMod n, (conj (planeWave k x) * planeWave k x) * (v (x - y) : ℂ) *
      (conj (planeWave l y) * planeWave l y) = (1 / (n : ℂ) ^ 2) * (v (x - y) : ℂ) := by
    intro x y
    rw [planeWave_product, planeWave_product, sub_self, sub_self, zero_mul, zero_mul,
      AddChar.map_zero_eq_one]
    field_simp
  have r : ∑ x : ZMod n, ∑ y, (v (x - y) : ℂ) = n * ∑ u, (v u : ℂ) :=
    sum_separation (fun u => (v u : ℂ))
  simp only [coulomb, twoElectron, t, ← Finset.mul_sum]
  rw [r]
  push_cast
  field_simp

/-- For an even interaction, the exchange integral of two plane waves is the site average of
the interaction weighted by the cosine of their relative phase. -/
theorem exchange_planeWave (v : ZMod n → ℝ) (hv : ∀ x, v (-x) = v x) (k l : ZMod n) :
    exchange v (planeWave k) (planeWave l) =
      ((1 / n * ∑ x, v x * Real.cos (angle ((k - l) * x)) : ℝ) : ℂ) := by
  have hn : (n : ℂ) ≠ 0 := Nat.cast_ne_zero.mpr (NeZero.ne n)
  have t : ∀ x y : ZMod n, (conj (planeWave k x) * planeWave l x) * (v (x - y) : ℂ) *
      (conj (planeWave l y) * planeWave k y) =
      (1 / (n : ℂ) ^ 2) * ((v (x - y) : ℂ) * ZMod.stdAddChar ((l - k) * (x - y))) := by
    intro x y
    have e : (l - k) * (x - y) = (l - k) * x + (k - l) * y := by ring
    rw [planeWave_product, planeWave_product, e, AddChar.map_add_eq_mul]
    field_simp
  have r : ∑ x : ZMod n, ∑ y, ((v (x - y) : ℂ) * ZMod.stdAddChar ((l - k) * (x - y))) =
      n * ∑ u, ((v u : ℂ) * ZMod.stdAddChar ((l - k) * u)) :=
    sum_separation (fun u => (v u : ℂ) * ZMod.stdAddChar ((l - k) * u))
  -- evenness of the interaction lets us reverse the phase
  have hneg : ∑ u, ((v u : ℂ) * ZMod.stdAddChar ((l - k) * u)) =
      ∑ u, ((v u : ℂ) * ZMod.stdAddChar ((k - l) * u)) := by
    refine Fintype.sum_equiv (Equiv.neg (ZMod n)) _ _ fun u => ?_
    rw [Equiv.neg_apply, hv, show (k - l) * (-u) = (l - k) * u by ring]
  -- opposite phases add up to twice a cosine
  have htwo : ∑ u, ((v u : ℂ) * ZMod.stdAddChar ((l - k) * u)) +
      ∑ u, ((v u : ℂ) * ZMod.stdAddChar ((k - l) * u)) =
      2 * ∑ u, ((v u : ℂ) * (Real.cos (angle ((k - l) * u)) : ℂ)) := by
    rw [← Finset.sum_add_distrib, Finset.mul_sum]
    refine Finset.sum_congr rfl fun u _ => ?_
    have h := Complex.add_conj (ZMod.stdAddChar ((k - l) * u) : ℂ)
    rw [conj_char, char_eq ((k - l) * u), Complex.exp_ofReal_mul_I_re, ← char_eq,
      Complex.ofReal_mul, Complex.ofReal_ofNat] at h
    rw [show (l - k) * u = -((k - l) * u) by ring]
    linear_combination (v u : ℂ) * h
  have hS : ∑ u, ((v u : ℂ) * ZMod.stdAddChar ((l - k) * u)) =
      ∑ u, ((v u : ℂ) * (Real.cos (angle ((k - l) * u)) : ℂ)) := by
    linear_combination (htwo + hneg) / 2
  simp only [exchange, twoElectron, t, ← Finset.mul_sum]
  rw [r, hS, Complex.ofReal_mul, Complex.ofReal_sum]
  simp only [Complex.ofReal_mul, Complex.ofReal_div, Complex.ofReal_one, Complex.ofReal_natCast]
  field_simp

/-- For an even interaction, `J - K` of two plane waves is the site average of
`v(x) (1 - cos(2π (k - l) x / n))`. -/
theorem coulomb_sub_exchange (v : ZMod n → ℝ) (hv : ∀ x, v (-x) = v x) (k l : ZMod n) :
    coulomb v (planeWave k) (planeWave l) - exchange v (planeWave k) (planeWave l) =
      ((1 / n * ∑ x, v x * (1 - Real.cos (angle ((k - l) * x))) : ℝ) : ℂ) := by
  rw [coulomb_planeWave, exchange_planeWave v hv, ← Complex.ofReal_sub]
  congr 1
  simp only [mul_sub, mul_one, Finset.sum_sub_distrib]

/-- The cosine of the phase angle is one only for the zero residue. -/
lemma cos_angle_eq_one (q : ZMod n) : Real.cos (angle q) = 1 ↔ q = 0 := by
  have hn : (0 : ℝ) < n := Nat.cast_pos.mpr (Nat.pos_of_ne_zero (NeZero.ne n))
  have h0 : 0 ≤ angle q := by unfold angle; positivity
  have h1 : angle q < 2 * Real.pi := by
    have h : (q.val : ℝ) < n := by exact_mod_cast ZMod.val_lt q
    unfold angle
    rw [div_lt_iff₀ hn]
    exact mul_lt_mul_of_pos_left h Real.two_pi_pos
  rw [Real.cos_eq_one_iff_of_lt_of_lt (by linarith [Real.pi_pos]) h1]
  unfold angle
  rw [div_eq_zero_iff, or_iff_left hn.ne', mul_eq_zero, or_iff_right Real.two_pi_pos.ne',
    Nat.cast_eq_zero, ZMod.val_eq_zero]

open scoped ComplexOrder in
/-- For an even non-negative interaction, `J - K` of two plane waves is real and non-negative.
It vanishes exactly when `v(x) = 0` at every separation with `(k - l) x` nonzero modulo `n`. -/
theorem planeWave_repulsion (v : ZMod n → ℝ) (hv : ∀ x, v (-x) = v x) (h0 : ∀ x, 0 ≤ v x)
    (k l : ZMod n) :
    0 ≤ coulomb v (planeWave k) (planeWave l) - exchange v (planeWave k) (planeWave l) ∧
    (coulomb v (planeWave k) (planeWave l) = exchange v (planeWave k) (planeWave l) ↔
      ∀ x, (k - l) * x ≠ 0 → v x = 0) := by
  have hn : (1 / n : ℝ) ≠ 0 := one_div_ne_zero (Nat.cast_ne_zero.mpr (NeZero.ne n))
  have hterm : ∀ x ∈ (Finset.univ : Finset (ZMod n)),
      0 ≤ v x * (1 - Real.cos (angle ((k - l) * x))) := fun x _ =>
    mul_nonneg (h0 x) (sub_nonneg.mpr (Real.cos_le_one _))
  constructor
  · rw [coulomb_sub_exchange v hv, Complex.zero_le_real]
    exact mul_nonneg (by positivity) (Finset.sum_nonneg hterm)
  · -- a vanishing sum of non-negative terms vanishes term by term
    rw [← sub_eq_zero, coulomb_sub_exchange v hv, Complex.ofReal_eq_zero,
      mul_eq_zero, or_iff_right hn, Finset.sum_eq_zero_iff_of_nonneg hterm]
    refine ⟨fun h x hx => ?_, fun h x _ => ?_⟩
    · rcases mul_eq_zero.mp (h x (Finset.mem_univ x)) with h | h
      · exact h
      · exact absurd ((cos_angle_eq_one _).mp (sub_eq_zero.mp h).symm) hx
    · by_cases hx : (k - l) * x = 0
      · rw [(cos_angle_eq_one _).mpr hx, sub_self, mul_zero]
      · rw [h x hx, zero_mul]

/-- For an even non-negative interaction, `J = K` for all pairs of plane waves exactly when
the interaction vanishes between distinct sites. -/
theorem all_pairs_iff_contact (v : ZMod n → ℝ) (hv : ∀ x, v (-x) = v x) (h0 : ∀ x, 0 ≤ v x) :
    (∀ k l, coulomb v (planeWave k) (planeWave l) = exchange v (planeWave k) (planeWave l)) ↔
      ∀ x, x ≠ 0 → v x = 0 := by
  refine ⟨fun h x hx => ?_, fun h k l => ?_⟩
  · exact (planeWave_repulsion v hv h0 1 0).2.mp (h 1 0) x (by rwa [sub_zero, one_mul])
  · refine (planeWave_repulsion v hv h0 k l).2.mpr fun x hx => h x ?_
    rintro rfl
    exact hx (mul_zero _)

/-- On a ring with a prime number of sites, `J = K` for one pair of distinct plane waves
exactly when the even non-negative interaction vanishes between distinct sites. -/
theorem prime_ring_iff_contact [Fact n.Prime] (v : ZMod n → ℝ) (hv : ∀ x, v (-x) = v x)
    (h0 : ∀ x, 0 ≤ v x) {k l : ZMod n} (hkl : k ≠ l) :
    coulomb v (planeWave k) (planeWave l) = exchange v (planeWave k) (planeWave l) ↔
      ∀ x, x ≠ 0 → v x = 0 := by
  refine ⟨fun h x hx => ?_, fun h => (all_pairs_iff_contact v hv h0).mpr h k l⟩
  exact (planeWave_repulsion v hv h0 k l).2.mp h x (mul_ne_zero (sub_ne_zero.mpr hkl) hx)

/-- The interaction on a ring of four sites that acts with unit strength between opposite
sites only. -/
def oppositeSites (x : ZMod 4) : ℝ := if x = 2 then 1 else 0

/-- With the opposite-site interaction on four sites, the plane waves `2` and `0` have
`J = 1/4` and `K = 1/4`. -/
theorem oppositeSites_cancel :
    coulomb oppositeSites (planeWave 2) (planeWave 0) = 1 / 4 ∧
    exchange oppositeSites (planeWave 2) (planeWave 0) = 1 / 4 := by
  have hJ : coulomb oppositeSites (planeWave 2) (planeWave 0) = 1 / 4 := by
    rw [coulomb_planeWave]
    simp [oppositeSites]
  have heven : ∀ x, oppositeSites (-x) = oppositeSites x := by
    have h : ∀ x : ZMod 4, -x = 2 ↔ x = 2 := by decide
    intro x
    simp only [oppositeSites, h]
  have hpos : ∀ x, 0 ≤ oppositeSites x := by
    intro x
    unfold oppositeSites
    split_ifs <;> norm_num
  have hzero : ∀ x : ZMod 4, (2 - 0) * x ≠ 0 → x ≠ 2 := by decide
  have hJK := (planeWave_repulsion oppositeSites heven hpos 2 0).2.mpr
    fun x hx => if_neg (hzero x hx)
  exact ⟨hJ, hJK.symm.trans hJ⟩

end

end PlaneWavePairs
```

```lean
#print axioms PlaneWavePairs.prime_ring_iff_contact
#print axioms PlaneWavePairs.oppositeSites_cancel
```

```
'PlaneWavePairs.prime_ring_iff_contact' depends on axioms: [propext, Classical.choice, Quot.sound]
'PlaneWavePairs.oppositeSites_cancel' depends on axioms: [propext, Classical.choice, Quot.sound]
```

**What the theorems say.** `ZMod n` serves both as the set of sites and as the set of wave numbers, and `NeZero n` requires at least one site. An orbital is a function `ZMod n → ℂ`, and the interaction is a real function `v` of the separation. The definitions `planeWave`, `twoElectron`, `coulomb` and `exchange` are the formulas above, with the first orbital of each pair conjugated. `ZMod.stdAddChar` is the phase factor exp(2πi q/n). The function `angle` computes the phase from the representative of q between 0 and n − 1, which leaves the cosine unchanged.

The hypothesis `hv` says that v is even: the interaction does not change when the two particles are swapped. The hypothesis `h0` says that v is nowhere negative. The formula for J − K, `coulomb_sub_exchange`, uses only `hv`; the main theorem `planeWave_repulsion` uses both. Since `coulomb` and `exchange` are complex numbers, the inequality there is read in `ComplexOrder`, where `0 ≤ z` means that z is real and non-negative. The second half of the theorem is the equality criterion. For k = l its condition is empty, and J = K as expected.

Two theorems concern contact interactions, meaning those that vanish between distinct sites. Both again assume that v is even and non-negative. By `all_pairs_iff_contact`, all pairs of waves have J = K exactly when v is of this kind. By `prime_ring_iff_contact`, on a ring of prime length a single pair of distinct waves with J = K already forces it. The four-site values for waves 2 and 0 are the theorem `oppositeSites_cancel`.

The model is a one-dimensional periodic lattice with spatial orbitals only. Spin, kinetic energy and self-consistency do not enter, and the theorems do not address whether plane waves minimise the Hartree-Fock energy.

**How the proof runs.** The lemma `char_eq` identifies the character with exp(i·angle), and `conj_char` shows that conjugation reverses the phase, because both candidates give 1 when multiplied by the original phase factor. With these, `planeWave_product` is the single-site product, where the two factors 1/√n combine into 1/n. The lemma `sum_separation` does the counting of pairs: for fixed x, the map y ↦ x − y merely reorders the sites, so each x contributes the same single sum.

In `coulomb_planeWave`, the step `t` rewrites each summand as v(x − y)/n², and `r` reduces the double sum. The proof of `exchange_planeWave` begins in the same way, with the phase kept. There `hneg` is the substitution u → −u, and `htwo` says that the sums with opposite phases add up to twice the cosine sum. The step `hS` combines the two to show that the phase sum equals the cosine sum.

Subtracting the two integrals gives `coulomb_sub_exchange`. The equality case needs `cos_angle_eq_one`: the angle lies in the interval from 0 up to but not including 2π, where the cosine equals one only at 0, and the angle is 0 only for the zero residue.

In `planeWave_repulsion`, `hterm` records that every summand is non-negative, which gives the inequality. For equality, `Finset.sum_eq_zero_iff_of_nonneg` turns the vanishing sum into vanishing terms. In each term either v(x) is zero or the cosine is one, and the latter is excluded when (k − l)x ≠ 0. The converse treats the cases (k − l)x = 0 and (k − l)x ≠ 0 separately.

The remaining theorems apply this criterion. For all pairs, waves 1 and 0 suffice to force contact, since (k − l)x is then x itself. On a prime ring, `mul_ne_zero` applies because a product of nonzero residues is nonzero. For the four-site example, J comes from `coulomb_planeWave`; `decide` checks over the four residues that x ≠ 2 whenever (2 − 0)x is nonzero modulo 4, and the criterion then gives K = J.
